# Reversibility of the leapfrog proposal in hybrid Monte Carlo

To sample the configurations of a molecule or a liquid at fixed temperature, hybrid Monte Carlo gives the positions a set of momenta, integrates the equations of motion for a number of discrete steps, and offers the end point of that trajectory, with the momenta reversed, as a proposed move. (The reversal has no effect on the outcome when the energy is even in the momenta and new momenta are drawn before the next trajectory.) The discrete trajectory does not conserve energy exactly, so the move is accepted or rejected by a Metropolis test. The simple form of that test compares only the energies of the two end points, and it takes for granted that the move preserves phase-space volume and can be undone: a proposal made from the proposed point must lead back to the start. Only the second property is treated here. For the exact flow of a Hamiltonian that is even in the momenta this is time-reversal symmetry. The question is whether it survives for a finite step size, where the integrator may be far from the exact flow, and for forces that are only approximate.

## The claim

Let the positions $q$ lie in a real vector space $Q$ and the momenta $p$ in a real vector space $P$, and write $z=(q,p)$ for a point of phase space $Q\times P$. Let $F:Q\to P$ be any map, the force, and let $u:P\to Q$ be the velocity as a function of momentum. For a potential energy $V(q)$ and a kinetic energy $E(p)$ these are $F=-\nabla V$ and $u=\nabla E$, and unit masses give $Q=P$, $u(p)=p$. For a real time $t$ define the kick, the drift and the momentum flip,

$$K_t(q,p)=(q,\;p+tF(q)),\qquad D_t(q,p)=(q+t\,u(p),\;p),\qquad R(q,p)=(q,-p).$$

One leapfrog step of size $h$ is $L_h=K_{h/2}D_hK_{h/2}$, products of maps being read from right to left, and the proposal after $n$ steps is $\Psi=RL_h^n$.

**Claim.** If $u$ is odd, $u(-p)=-u(p)$, then $\Psi(\Psi z)=z$ for every $z$, every force $F$, every real $h$ and every $n\ge 0$.

## Derivation by hand

Call a map $T$ of phase space reversible if $RT$ is an involution, $RTRT=1$, where $1$ is the identity map. Since $RR=1$, multiplying from the left by $R$ turns this condition into $TRT=R$, and multiplying once more turns it back, so the two forms are equivalent.

For the kick, the position never changes, so both kicks see the same force:

$$(q,p)\xrightarrow{K_t}(q,\,p+tF(q))\xrightarrow{R}(q,\,-p-tF(q))\xrightarrow{K_t}(q,\,-p).$$

Hence $K_tRK_t=R$, whatever $F$ is. For the drift,

$$(q,p)\xrightarrow{D_t}(q+t\,u(p),\,p)\xrightarrow{R}(q+t\,u(p),\,-p)\xrightarrow{D_t}(q+t\,u(p)+t\,u(-p),\,-p),$$

and oddness of $u$ cancels the two displacements, so $D_tRD_t=R$.

Now let $S$ and $T$ be reversible. The symmetric product $STS$ collapses from the middle outwards:

$$STS\,R\,STS=ST\,(SRS)\,TS=S\,(TRT)\,S=SRS=R .$$

With $S=K_{h/2}$ and $T=D_h$ this shows that $L_h$ is reversible. For powers, $T^0RT^0=R$, and if $T^nRT^n=R$ then

$$T^{n+1}RT^{n+1}=T^n\,(TRT)\,T^n=T^nRT^n=R .$$

So $L_h^n$ is reversible for every $n$, which is the claim. At $n=0$ the proposal is $R$ itself.

The consequence for the Metropolis test is short. Let $H$ be any real function on phase space, measured in units of the thermal energy, and let $\alpha(z)=\min\bigl(1,e^{H(z)-H(\Psi z)}\bigr)$ be the probability of accepting the move from $z$ to $\Psi z$. For real $a,b$, multiplying both arguments of the minimum by the positive number $e^{-a}$ gives

$$e^{-a}\min(1,e^{a-b})=\min(e^{-a},e^{-b}).$$

Thus $e^{-H(z)}\alpha(z)=\min(e^{-H(z)},e^{-H(\Psi z)})$. At the point $\Psi z$ the same formula gives $\min(e^{-H(\Psi z)},e^{-H(\Psi\Psi z)})$, and $\Psi\Psi z=z$ makes the two expressions equal:

$$e^{-H(z)}\alpha(z)=e^{-H(\Psi z)}\alpha(\Psi z).$$

A second identity relates the flip to the sign of the step. Both $RK_t$ and $K_{-t}R$ send $(q,p)$ to $(q,-p-tF(q))$. For odd $u$, $D_{-t}R$ sends $(q,p)$ to $(q-t\,u(-p),-p)=(q+t\,u(p),-p)$, as does $RD_t$. Moving $R$ through the three factors gives $RL_h=L_{-h}R$, and through $n$ steps $RL_h^n=L_{-h}^nR$.

Oddness of $u$ is needed. Take $F=0$ and $n=1$, so that $L_h=D_h$, and start at $(0,p)$. Two applications of $\Psi$ end at $\bigl(h\,u(p)+h\,u(-p),\,p\bigr)$, which for $h\neq0$ equals the start only if $u(-p)=-u(p)$. On a line with $u(p)=p^2$, the two applications together take $(0,1)$ to $(2h,1)$.

The symmetric arrangement matters as well. Take the unit harmonic oscillator, $F(q)=-q$ and $u(p)=p$, with the one-sided step $T=D_hK_h$. From $(1,0)$ the step gives $(1-h^2,-h)$, the flip gives $(1-h^2,h)$, and the next kick gives the momentum $h-h(1-h^2)=h^3$, which the drift leaves alone. The condition $TRT=R$ demands momentum $0$, so it fails for $h\neq0$, although each factor of $T$ is reversible.

The collapse of $STS$ did not use which factor was the kick. With the roles exchanged it applies equally to the position form $D_{h/2}K_hD_{h/2}$ and, by nesting, to any sequence of kicks and drifts that reads the same in both directions, the time of each substep included; the Lean code below states no theorem for these variants.

## The formal development

```lean
import Mathlib

open Function

namespace LeapfrogReversibility

noncomputable section

variable {Q P : Type*} [AddCommGroup P]
```

At this stage `Q` is an arbitrary type of positions and `P` an additive commutative group of momenta. The flip and the algebra of reversible maps need only the negation of a momentum. For a point `z : Q × P`, `z.1` is $q$ and `z.2` is $p$.

```lean
/-- The momentum flip `R (q, p) = (q, -p)` on phase space. -/
def momentumFlip (z : Q × P) : Q × P := (z.1, -z.2)

/-- A phase-space map `T` is reversible if `T` followed by the momentum flip is an involution. -/
def IsReversible (T : Q × P → Q × P) : Prop := Involutive (momentumFlip ∘ T)
```

`Involutive f` means that `f (f x) = x` for all `x`, and `momentumFlip ∘ T` applies `T` first, so `IsReversible T` is $RTRT=1$.

```lean
/-- A map `T` is reversible exactly when `T R T = R`: apply `T`, flip, apply `T` again, and the
result is the flipped starting point. -/
theorem isReversible_iff {T : Q × P → Q × P} :
    IsReversible T ↔ ∀ z, T (momentumFlip (T z)) = momentumFlip z := by
  have hR : ∀ w : Q × P, momentumFlip (momentumFlip w) = w := fun w => by
    simp [momentumFlip]
  constructor
  · intro h z
    have h1 : momentumFlip (T (momentumFlip (T z))) = z := h z
    have h2 := congrArg momentumFlip h1
    rw [hR] at h2
    exact h2
  · intro h z
    show momentumFlip (T (momentumFlip (T z))) = z
    rw [h z, hR]
```

The auxiliary statement `hR` is $RR=1$. In the forward direction `congrArg momentumFlip` applies $R$ to both sides of $RTRTz=z$, the multiplication from the left, and `hR` removes the double flip. In the backward direction $TRTz$ is replaced by $Rz$ and `hR` finishes.

```lean
/-- If `S` and `T` are reversible, so is the symmetric composition `S T S`. -/
theorem IsReversible.sandwich {S T : Q × P → Q × P} (hS : IsReversible S)
    (hT : IsReversible T) : IsReversible (S ∘ T ∘ S) := by
  have hS' := isReversible_iff.mp hS
  have hT' := isReversible_iff.mp hT
  refine isReversible_iff.mpr fun z => ?_
  show S (T (S (momentumFlip (S (T (S z)))))) = momentumFlip z
  -- collapse from the middle outwards
  rw [hS' (T (S z)), hT' (S z), hS' z]
```

After `show` has written out $STS\,R\,STS\,z$, the three rewrites are the three collapses of the displayed chain: $SRS=R$ at the point $TSz$, then $TRT=R$ at $Sz$, then $SRS=R$ at $z$.

```lean
/-- Every iterate of a reversible map is reversible. -/
theorem IsReversible.iterate {T : Q × P → Q × P} (hT : IsReversible T) (n : ℕ) :
    IsReversible T^[n] := by
  have hT' := isReversible_iff.mp hT
  refine isReversible_iff.mpr ?_
  induction n with
  | zero => intro z; rfl
  | succ n ih =>
    intro z
    -- peel off the two copies of `T` next to the flip
    have e1 : T^[n + 1] z = T (T^[n] z) := iterate_succ_apply' T n z
    have e2 : ∀ w, T^[n + 1] w = T^[n] (T w) := fun w => iterate_succ_apply T n w
    rw [e1, e2, hT' (T^[n] z), ih z]
```

`T^[n]` is the $n$-fold iterate $T^n$. The two ways of splitting $T^{n+1}$ are both used: `e1` writes the inner power as $T\,T^n$ and `e2` writes the outer one as $T^n\,T$, which places one copy of $T$ on each side of the flip. Then `hT'` removes the pair and the induction hypothesis `ih` gives $R$.

```lean
/-- The kick `(q, p) ↦ (q, p + t F(q))` for a force map `F` and time `t`. -/
def kick [Module ℝ P] (F : Q → P) (t : ℝ) (z : Q × P) : Q × P := (z.1, z.2 + t • F z.1)

/-- The drift `(q, p) ↦ (q + t u(p), p)` for a velocity map `u` and time `t`. -/
def drift [AddCommGroup Q] [Module ℝ Q] (u : P → Q) (t : ℝ) (z : Q × P) : Q × P :=
  (z.1 + t • u z.2, z.2)
```

The kick needs multiplication of a momentum by a real number, written `•`, but still no structure on `Q`. The drift adds a displacement to a position, so it needs `Q` to be a real vector space. The force depends on the position alone and the velocity on the momentum alone; velocity-dependent forces, such as that of a magnetic field, and position-dependent masses are not of this form.

```lean
/-- The kick is reversible for every force map and every time. -/
theorem kick_reversible [Module ℝ P] (F : Q → P) (t : ℝ) : IsReversible (kick F t) := by
  refine isReversible_iff.mpr fun z => ?_
  refine Prod.ext rfl ?_
  show -(z.2 + t • F z.1) + t • F z.1 = -z.2
  abel

/-- The drift is reversible when the velocity is an odd function of the momentum. -/
theorem drift_reversible [AddCommGroup Q] [Module ℝ Q] {u : P → Q}
    (hu : ∀ p, u (-p) = -u p) (t : ℝ) : IsReversible (drift u t) := by
  refine isReversible_iff.mpr fun z => ?_
  refine Prod.ext ?_ rfl
  show z.1 + t • u z.2 + t • u (-z.2) = z.1
  rw [hu, smul_neg]
  abel
```

Each proof compares the two components of $TRTz$ and $Rz$. One component agrees by definition. For the kick the other is $-(p+tF(q))+tF(q)=-p$, which `abel` checks as an identity in a commutative group. For the drift it is $q+t\,u(p)+t\,u(-p)=q$, where the hypothesis `hu` is used once to pull out the sign.

```lean
variable [AddCommGroup Q] [Module ℝ Q] [Module ℝ P]

/-- One leapfrog step of size `h`: half kick, drift, half kick. -/
def leapfrog (F : Q → P) (u : P → Q) (h : ℝ) : Q × P → Q × P :=
  kick F (h / 2) ∘ drift u h ∘ kick F (h / 2)

/-- The hybrid Monte Carlo proposal: `n` leapfrog steps followed by the momentum flip. -/
def hmcProposal (F : Q → P) (u : P → Q) (h : ℝ) (n : ℕ) : Q × P → Q × P :=
  momentumFlip ∘ (leapfrog F u h)^[n]

/-- For any force map, any odd velocity map, any step size and any number of steps, `n` leapfrog
steps followed by the momentum flip form an involution of phase space. -/
theorem hmcProposal_involutive (F : Q → P) {u : P → Q} (hu : ∀ p, u (-p) = -u p)
    (h : ℝ) (n : ℕ) : Involutive (hmcProposal F u h n) :=
  ((kick_reversible F (h / 2)).sandwich (drift_reversible hu h)).iterate n
```

This is the claim. `Q` and `P` are real vector spaces of any dimension, finite or not, with no norm or inner product. `F` is any function from `Q` to `P`: it need not be continuous or derive from a potential. The step `h` is any real number, including zero, negative values and values beyond the stability limit of the integrator, and `n` is any natural number. The single hypothesis is `hu`. The proof term is the derivation in one line: the kick at `h / 2` is wrapped round the drift at `h` by `sandwich`, the result is raised to the $n$-th power by `iterate`, and `IsReversible` of that power unfolds to the stated involution.

In simulation practice this means that forces from an electronic-structure calculation or a fitted model may be approximate without spoiling the involution, provided they are a fixed function of the current positions, the coordinates are flat and the arithmetic is exact. Rounding errors, forces that depend on the earlier trajectory, constrained coordinates and group-valued variables lie beyond what the theorem describes.

```lean
/-- When the velocity is `W p` with a linear inverse mass `W`, the proposal is an involution for
every force map, step size and number of steps. -/
theorem hmcProposal_involutive_linear (F : Q → P) (W : P →ₗ[ℝ] Q) (h : ℝ) (n : ℕ) :
    Involutive (hmcProposal F W h n) :=
  hmcProposal_involutive F (fun p => map_neg W p) h n
```

For a quadratic kinetic energy the velocity is $u(p)=Wp$ with $W$ the inverse mass matrix. Here `W` is any real-linear map from `P` to `Q`, with no symmetry or positivity required, and `map_neg` supplies $W(-p)=-Wp$. Unit masses are the case where `P` and `Q` coincide and `W` is the identity.

```lean
/-- For a nonzero step size, the proposal is an involution for all force maps and all numbers of
steps if and only if the velocity map is odd. -/
theorem hmcProposal_involutive_iff_odd (u : P → Q) {h : ℝ} (hh : h ≠ 0) :
    (∀ (F : Q → P) (n : ℕ), Involutive (hmcProposal F u h n)) ↔ ∀ p, u (-p) = -u p := by
  constructor
  · intro H p
    -- one step of free motion from the origin must come back
    have h1 : h • u p + h • u (-p) = 0 := by
      simpa [hmcProposal, leapfrog, kick, drift, momentumFlip] using
        congrArg Prod.fst (H (fun _ => 0) 1 (0, p))
    have h2 : h • (u p + u (-p)) = 0 := by
      rw [smul_add]
      exact h1
    have h3 : u p + u (-p) = 0 := (smul_eq_zero.mp h2).resolve_left hh
    exact eq_neg_of_add_eq_zero_right h3
  · intro hu F n
    exact hmcProposal_involutive F hu h n
```

For a fixed nonzero step, involutivity for all forces and all step numbers holds exactly when $u$ is odd. The left side quantifies over all `F` and `n`, so for a velocity map that is not odd the statement yields failure for some force and step number, not for each. The proof specialises to `F` zero, `n` equal to one and the start `(0, p)`, and reads off the position component `h1`, which is $h\,u(p)+h\,u(-p)=0$. Then `h` is factored out and cancelled with `smul_eq_zero` and `hh`. At $h=0$ the step $L_0$ is the identity and $\Psi=R$ is an involution for any $u$, which is why `hh` is assumed.

```lean
/-- For an odd velocity map, flipping the momentum after `n` leapfrog steps of size `h` equals
flipping first and taking `n` steps of size `-h`. -/
theorem flip_leapfrog_iterate (F : Q → P) {u : P → Q} (hu : ∀ p, u (-p) = -u p)
    (h : ℝ) (n : ℕ) (z : Q × P) :
    momentumFlip ((leapfrog F u h)^[n] z) = (leapfrog F u (-h))^[n] (momentumFlip z) := by
  have hk : ∀ (t : ℝ) (w : Q × P),
      momentumFlip (kick F t w) = kick F (-t) (momentumFlip w) := by
    intro t w
    refine Prod.ext rfl ?_
    show -(w.2 + t • F w.1) = -w.2 + (-t) • F w.1
    rw [neg_smul]
    abel
  have hd : ∀ (t : ℝ) (w : Q × P),
      momentumFlip (drift u t w) = drift u (-t) (momentumFlip w) := by
    intro t w
    refine Prod.ext ?_ rfl
    show w.1 + t • u w.2 = w.1 + (-t) • u (-w.2)
    rw [hu, neg_smul, smul_neg, neg_neg]
  -- move the flip through the three substeps, then through the iterate
  have hL : Semiconj momentumFlip (leapfrog F u h) (leapfrog F u (-h)) := by
    intro w
    show momentumFlip (kick F (h / 2) (drift u h (kick F (h / 2) w)))
      = kick F (-h / 2) (drift u (-h) (kick F (-h / 2) (momentumFlip w)))
    rw [hk, hd, hk, neg_div]
  exact hL.iterate_right n z
```

The statements `hk` and `hd` are $RK_t=K_{-t}R$ and $RD_t=D_{-t}R$. `Semiconj momentumFlip` applied to the two leapfrog maps says $RL_h=L_{-h}R$ pointwise; it is obtained by moving the flip through kick, drift and kick, with `neg_div` identifying $(-h)/2$ and $-(h/2)$. Mathlib's `iterate_right` carries the relation over to the $n$-th iterates.

```lean
/-- The Metropolis acceptance probability `min (1, exp (H z - H (Ψ z)))` of the move from `z` to
`Ψ z` for an energy function `H`. -/
def acceptProb {X : Type*} (H : X → ℝ) (Ψ : X → X) (z : X) : ℝ :=
  min 1 (Real.exp (H z - H (Ψ z)))

/-- For an odd velocity map and any energy function `H`, the Boltzmann weight `exp (-H)` times
the acceptance probability has the same value at a point and at its proposal. -/
theorem weight_mul_acceptProb_proposal (H : Q × P → ℝ) (F : Q → P) {u : P → Q}
    (hu : ∀ p, u (-p) = -u p) (h : ℝ) (n : ℕ) (z : Q × P) :
    Real.exp (-H z) * acceptProb H (hmcProposal F u h n) z
      = Real.exp (-H (hmcProposal F u h n z))
        * acceptProb H (hmcProposal F u h n) (hmcProposal F u h n z) := by
  have hz : hmcProposal F u h n (hmcProposal F u h n z) = z :=
    hmcProposal_involutive F hu h n z
  -- weight times acceptance is the smaller of the two weights
  have key : ∀ a b : ℝ, Real.exp (-a) * min 1 (Real.exp (a - b))
      = min (Real.exp (-a)) (Real.exp (-b)) := by
    intro a b
    have e : -a + (a - b) = -b := by ring
    rw [mul_min_of_nonneg _ _ (Real.exp_pos (-a)).le, mul_one, ← Real.exp_add, e]
  unfold acceptProb
  rw [hz, key (H z), key (H (hmcProposal F u h n z)), min_comm]
```

`acceptProb H Ψ z` is $\alpha(z)$, with the inverse temperature absorbed in `H`. The energy is an arbitrary real function with no assumed link to `F` or `u`, and it need not be even in the momentum. In the proof `hz` is $\Psi\Psi z=z$, `key` is the identity for the minimum, and after both sides are rewritten they differ only in the order of the two arguments, which `min_comm` exchanges.

The theorem is an equality of numbers at two points. Detailed balance of the Markov kernel with respect to the Boltzmann distribution is a statement about measures, and it requires in addition that $\Psi$ preserve phase-space volume. No measure appears in the code, and neither the resampling of momenta nor ergodicity is treated.

```lean
/-- For the unit harmonic oscillator and a nonzero step size, a full kick followed by a full
drift is not reversible. -/
theorem kick_drift_not_reversible {h : ℝ} (hh : h ≠ 0) :
    ¬ IsReversible (drift (id : ℝ → ℝ) h ∘ kick (fun q : ℝ => -q) h) := by
  intro H
  -- starting at rest from `q = 1`, the round trip ends with momentum `h ^ 3`
  have h1 := congrArg Prod.snd (isReversible_iff.mp H ((1 : ℝ), (0 : ℝ)))
  simp only [comp_apply, kick, drift, momentumFlip, id, smul_eq_mul] at h1
  have h2 : h ^ 3 = 0 := by linear_combination h1
  exact pow_ne_zero 3 hh h2
```

Here `Q` and `P` are both `ℝ`. The supposed reversibility is evaluated at `(1, 0)`, its momentum component `h1` is unfolded into a polynomial equation in `h`, and `linear_combination` rearranges it to $h^3=0$, which contradicts `hh`.

A velocity map that is odd without being linear comes from the kinetic energy $\sqrt{1+p^2}-1$ of a relativistic particle on a line, with mass and speed of light set to one. Its derivative is $u(p)=p/\sqrt{1+p^2}$.

```lean
/-- The relativistic velocity `p / √(1 + p²)` of a unit-mass particle on a line. -/
def relativisticVelocity (p : ℝ) : ℝ := p / Real.sqrt (1 + p ^ 2)
```

The last theorem states that this velocity is odd, that it is positive at $p=1$, so that the drift does move the particle, and that its proposal is an involution for every force on the line, every step size and every number of steps. Oddness follows from $(-p)^2=p^2$ under the root, the sign from `positivity`, and the involution from `hmcProposal_involutive`.

```lean
/-- The relativistic velocity is odd and positive at unit momentum, and its proposal is an
involution for every force map, step size and number of steps. -/
theorem odd_velocity_witness :
    (∀ p, relativisticVelocity (-p) = -relativisticVelocity p) ∧ 0 < relativisticVelocity 1 ∧
      ∀ (F : ℝ → ℝ) (h : ℝ) (n : ℕ), Involutive (hmcProposal F relativisticVelocity h n) := by
  have hodd : ∀ p, relativisticVelocity (-p) = -relativisticVelocity p := by
    intro p
    unfold relativisticVelocity
    rw [neg_sq, neg_div]
  refine ⟨hodd, ?_, fun F h n => hmcProposal_involutive F hodd h n⟩
  unfold relativisticVelocity
  positivity

end

end LeapfrogReversibility
```

```lean
#print axioms LeapfrogReversibility.hmcProposal_involutive_linear
-- 'LeapfrogReversibility.hmcProposal_involutive_linear' depends on axioms: [propext, Classical.choice, Quot.sound]
#print axioms LeapfrogReversibility.flip_leapfrog_iterate
-- 'LeapfrogReversibility.flip_leapfrog_iterate' depends on axioms: [propext, Classical.choice, Quot.sound]
#print axioms LeapfrogReversibility.weight_mul_acceptProb_proposal
-- 'LeapfrogReversibility.weight_mul_acceptProb_proposal' depends on axioms: [propext, Classical.choice, Quot.sound]
#print axioms LeapfrogReversibility.kick_drift_not_reversible
-- 'LeapfrogReversibility.kick_drift_not_reversible' depends on axioms: [propext, Classical.choice, Quot.sound]
```
